# In three dimensions no nonzero quadratic form in the displacement gradient is invariant under rotations of the deformed body

Turn a stress-free crystal rigidly and its elastic energy should stay at zero. A code that uses linear elasticity generally reports a positive energy instead, and with it a stress that isn't there. For an isotropic solid with Lamé constants λ and μ, linear elasticity assigns to a rotation by the angle θ the energy density

2(λ + μ)(1 − cos θ)².

Refitting the elastic constants, or allowing a less symmetric crystal, might seem a possible cure. In three dimensions no choice of coefficients gives exact invariance, except all zeros.

## The invariance condition and its consequence

Let F be the deformation gradient, a real d×d matrix, and let H = F − 1 be the displacement gradient, where 1 is the identity matrix. A harmonic energy is a quadratic form q(H), with no constant or linear term. Rotating the deformed body by Q replaces F by QF, so exact invariance reads

q(QF − 1) = q(F − 1) for every rotation Q and every F with det F > 0.

If d ≥ 3, this forces q = 0. Neither isotropy nor positivity of q is assumed.

## Where linear elasticity enters a simulation

Small-strain finite-element codes use such a q for linear elastic materials, and elastic constants from electronic-structure calculations supply its coefficients for small homogeneous deformations of an unstressed crystal. If such a model changes its energy under a finite rotation, that is therefore not in itself evidence of badly fitted constants. An energy quadratic in (FᵀF − 1)/2 is invariant, because (QF)ᵀ(QF) = FᵀF, but it is quartic in H.

## From half-turns to a vanishing energy

**Functionals constant on rotations.** Let R_j be the mirror that reverses axis j, and E_ij the matrix with a single 1 in row i, column j. For distinct axes j, k, l,

E_jj = ¼(1 − R_j R_k − R_j R_l + R_k R_l).

All the matrices are diagonal. The bracket has the entry 1 + 1 + 1 + 1 = 4 at j, 1 + 1 − 1 − 1 = 0 at k, 1 − 1 + 1 − 1 = 0 at l, and 1 − 1 − 1 + 1 = 0 elsewhere.

There is also a rotation P with P E_jj = E_ij. For i = j take P = 1. Otherwise take P = S R_i, where S exchanges axes i and j: both factors have determinant −1, R_i leaves E_jj alone, and S moves its entry to row i.

Suppose a linear functional L has the same value c on all rotations. Multiplying the average by P gives

L(E_ij) = ¼(c − c − c + c) = 0,

so L = 0.

**Separating the orders.** Define B(X, Y) = q(X + Y) − q(X) − q(Y), so that B(X, X) = 2q(X). For t > 0,

q(tF − 1) = t² q(F) − t B(F, 1) + q(1).

Since tF also has positive determinant, invariance gives

t² [q(QF) − q(F)] = t [B(QF, 1) − B(F, 1)].

Call the brackets a and b. Then t = 1 gives a = b and t = 2 gives 4a = 2b, so both vanish.

**The linear part.** At F = 1 this says B(Q, 1) = B(1, 1) for every rotation. The functional B(1, ·) is constant on rotations, hence B(1, G) = 0 for every G.

**The quadratic part.** Fix G. As det(1 + sG) is continuous in s and equals 1 at s = 0, some s > 0 makes both det(1 + sG) and det(1 − sG) positive. Invariance of q under F ↦ QF gives, for either sign,

q(Q) + s² q(QG) ± s B(Q, QG) = q(1) + s² q(G) ± s B(1, G).

Subtracting the two equations and dividing by 2s gives B(Q, QG) = B(1, G) = 0. With G = QᵀX this becomes B(Q, X) = 0 for every X. So B(X, ·) vanishes on all rotations, hence everywhere, and q(X) = ½B(X, X) = 0.

**The Hooke value.** For a rotation by θ about the third axis, the linearised strain ε = (H + Hᵀ)/2 is diagonal with entries cos θ − 1, cos θ − 1, 0. Thus

(λ/2)(tr ε)² + μ tr(ε²) = (λ/2)·4(1 − cos θ)² + μ·2(1 − cos θ)² = 2(λ + μ)(1 − cos θ)².

## The Lean proof

`projector_eq_halfTurns` checks the average entry by entry, with a case split on whether the index is j, k or l. `exists_rotation_mul_projector` builds P, and `functional_eq_zero` combines the two, after a counting argument that supplies the other two axes k and l.

`parts_invariant` compares F with 2F and lets `linarith` solve the two equations for a and b. `exists_small_step` finds s from the openness of the set where the determinant is positive.

In `harmonic_energy_eq_zero`, the intermediate facts `lin` and `rot` are B(1, G) = 0 and B(Q, QG) = 0. The last lines apply `functional_eq_zero` to B(X, ·) and evaluate it at X. For the Hooke energy, `hookeEnergy_rotation` computes the strain matrix first and then its traces.

```lean
import Mathlib

open Matrix

namespace HarmonicEnergyRotation

variable {n : Type*} [Fintype n] [DecidableEq n]

/-- A rotation: an orthogonal matrix of determinant one. -/
def IsRotation (Q : Matrix n n ℝ) : Prop := Qᵀ * Q = 1 ∧ Q.det = 1

/-- The energy `q`, quadratic in the displacement gradient `F - 1`, does not change when a
deformation `F` of positive determinant is followed by a rotation. -/
def RotationInvariant (q : QuadraticForm ℝ (Matrix n n ℝ)) : Prop :=
  ∀ Q F : Matrix n n ℝ, IsRotation Q → 0 < F.det → q (Q * F - 1) = q (F - 1)

/-- The mirror reflection that reverses the coordinate axis `i`. -/
def mirror (i : n) : Matrix n n ℝ := Matrix.diagonal (fun k => if k = i then -1 else 1)

/-- The product of two orthogonal matrices whose determinants multiply to one is a rotation. -/
theorem isRotation_mul {A B : Matrix n n ℝ} (hA : Aᵀ * A = 1) (hB : Bᵀ * B = 1)
    (hd : A.det * B.det = 1) : IsRotation (A * B) := by
  refine ⟨?_, by rw [Matrix.det_mul, hd]⟩
  calc (A * B)ᵀ * (A * B) = Bᵀ * (Aᵀ * A) * B := by
        rw [Matrix.transpose_mul]; simp only [Matrix.mul_assoc]
    _ = 1 := by rw [hA, Matrix.mul_one, hB]

/-- A mirror reflection is orthogonal and has determinant minus one. -/
theorem mirror_spec (i : n) : (mirror i)ᵀ * mirror i = 1 ∧ (mirror i).det = -1 := by
  constructor
  · rw [mirror, Matrix.diagonal_transpose, Matrix.diagonal_mul_diagonal, ← Matrix.diagonal_one]
    congr 1
    funext k
    split_ifs <;> norm_num
  · simp [mirror, Matrix.det_diagonal]

/-- The projector on axis `j` is a signed average of the identity and the three half-turns
built from three distinct axes `j`, `k`, `l`. -/
theorem projector_eq_halfTurns {j k l : n} (hjk : j ≠ k) (hjl : j ≠ l) (hkl : k ≠ l) :
    Matrix.single j j (1 : ℝ) = (1 / 4 : ℝ) •
      (1 - mirror j * mirror k - mirror j * mirror l + mirror k * mirror l) := by
  ext a b
  simp only [mirror, Matrix.diagonal_mul_diagonal, Matrix.smul_apply, Matrix.add_apply,
    Matrix.sub_apply, Matrix.one_apply, Matrix.diagonal_apply, Matrix.single_apply, smul_eq_mul]
  by_cases hab : a = b
  · subst hab
    by_cases h1 : a = j
    · subst h1
      norm_num [hjk, hjl]
    · by_cases h2 : a = k
      · subst h2
        norm_num [h1, Ne.symm h1, hkl]
      · by_cases h3 : a = l
        · subst h3
          norm_num [h1, Ne.symm h1, h2]
        · norm_num [h1, Ne.symm h1, h2, h3]
  · have h : ¬ (j = a ∧ j = b) := fun h => hab (h.1.symm.trans h.2)
    rw [if_neg h]
    simp [hab]

/-- Some rotation carries the projector on axis `j` to the matrix unit with row `i` and
column `j`. -/
theorem exists_rotation_mul_projector (i j : n) : ∃ P : Matrix n n ℝ, IsRotation P ∧
    P * Matrix.single j j (1 : ℝ) = Matrix.single i j 1 := by
  by_cases hij : i = j
  · subst hij
    exact ⟨1, by simp [IsRotation], Matrix.one_mul _⟩
  -- a quarter-turn: reverse axis `i`, then exchange the axes `i` and `j`
  let S : Matrix n n ℝ := (1 : Matrix n n ℝ).submatrix (Equiv.swap i j) id
  have hS : Sᵀ * S = 1 := by
    change ((1 : Matrix n n ℝ).submatrix (Equiv.swap i j) id)ᵀ *
      (1 : Matrix n n ℝ).submatrix (Equiv.swap i j) id = 1
    rw [Matrix.transpose_submatrix, Matrix.transpose_one, Matrix.submatrix_mul_equiv,
      Matrix.mul_one, Matrix.submatrix_id_id]
  have hdet : S.det = -1 := by
    change ((1 : Matrix n n ℝ).submatrix (Equiv.swap i j) id).det = -1
    rw [Matrix.det_permute, Equiv.Perm.sign_swap hij, Matrix.det_one]
    norm_num
  refine ⟨S * mirror i, isRotation_mul hS (mirror_spec i).1 ?_, ?_⟩
  · rw [hdet, (mirror_spec i).2]; norm_num
  have hm : mirror i * Matrix.single j j (1 : ℝ) = Matrix.single j j 1 := by
    ext a b
    rw [mirror, Matrix.diagonal_mul]
    by_cases h : a = i
    · subst h
      simp [Ne.symm hij]
    · simp [h]
  have h := Matrix.submatrix_mul_equiv (1 : Matrix n n ℝ) (Matrix.single j j (1 : ℝ))
    (Equiv.swap i j) (Equiv.refl n) id
  rw [Matrix.one_mul] at h
  have h' : S * Matrix.single j j (1 : ℝ) =
    (Matrix.single j j (1 : ℝ)).submatrix (Equiv.swap i j) id := h
  rw [Matrix.mul_assoc, hm, h']
  ext a b
  have hs : j = Equiv.swap i j a ↔ i = a := by
    constructor
    · intro e
      have := congrArg (Equiv.swap i j) e
      simpa using this
    · rintro rfl
      simp
  simp only [Matrix.submatrix_apply, id, Matrix.single_apply, hs]

/-- In dimension at least three, a linear functional of a matrix that takes one and the same
value on all rotations is zero. -/
theorem functional_eq_zero (hn : 2 < Fintype.card n) (L : Matrix n n ℝ →ₗ[ℝ] ℝ) (c : ℝ)
    (hL : ∀ Q, IsRotation Q → L Q = c) (M : Matrix n n ℝ) : L M = 0 := by
  have key : ∀ i j : n, L (Matrix.single i j 1) = 0 := by
    intro i j
    have third : ∀ k : n, ∃ l, l ≠ j ∧ l ≠ k := by
      intro k
      by_contra h
      have hsub : (Finset.univ : Finset n) ⊆ {j, k} := fun l _ => by
        by_contra hl
        exact h ⟨l, by simpa [not_or] using hl⟩
      have hc := (Finset.card_le_card hsub).trans Finset.card_le_two
      rw [Finset.card_univ] at hc
      omega
    obtain ⟨k, hk, -⟩ := third j
    obtain ⟨l, hl, hlk⟩ := third k
    obtain ⟨P, hP, e⟩ := exists_rotation_mul_projector i j
    have half : ∀ a b : n, L (P * (mirror a * mirror b)) = c := fun a b => by
      have hr : IsRotation (mirror a * mirror b) :=
        isRotation_mul (mirror_spec a).1 (mirror_spec b).1
          (by rw [(mirror_spec a).2, (mirror_spec b).2]; norm_num)
      exact hL _ (isRotation_mul hP.1 hr.1 (by rw [hP.2, hr.2, one_mul]))
    -- the signs in the average add up to zero
    rw [← e, projector_eq_halfTurns hk.symm hl.symm hlk.symm, Matrix.mul_smul, Matrix.mul_add,
      Matrix.mul_sub, Matrix.mul_sub, Matrix.mul_one, map_smul, map_add, map_sub, map_sub,
      hL P hP, half, half, half]
    simp
  rw [Matrix.matrix_eq_sum_single M, map_sum]
  refine Finset.sum_eq_zero fun i _ => ?_
  rw [map_sum]
  refine Finset.sum_eq_zero fun j _ => ?_
  have h : Matrix.single i j (M i j) = M i j • Matrix.single i j (1 : ℝ) := by
    rw [Matrix.smul_single, smul_eq_mul, mul_one]
  rw [h, map_smul, key, smul_zero]

/-- For a rotation-invariant energy, the purely quadratic part and the part linear in `F` are
separately unchanged when a rotation follows a deformation `F` of positive determinant. -/
theorem parts_invariant {q : QuadraticForm ℝ (Matrix n n ℝ)} (h : RotationInvariant q)
    {Q F : Matrix n n ℝ} (hQ : IsRotation Q) (hF : 0 < F.det) :
    q (Q * F) = q F ∧ QuadraticMap.polar q (Q * F) 1 = QuadraticMap.polar q F 1 := by
  have ex : ∀ (t : ℝ) (X : Matrix n n ℝ),
      q (t • X - 1) = t * t * q X - t * QuadraticMap.polar q X 1 + q 1 := by
    intro t X
    have hadd : ∀ A B : Matrix n n ℝ, q (A + B) = q A + q B + QuadraticMap.polar q A B := by
      intro A B
      unfold QuadraticMap.polar
      ring
    rw [sub_eq_add_neg, hadd, QuadraticMap.map_neg, QuadraticMap.map_smul,
      QuadraticMap.polar_neg_right, QuadraticMap.polar_smul_left, smul_eq_mul, smul_eq_mul]
    ring
  -- compare the deformations `F` and `2 F`
  have h1 := h Q ((1 : ℝ) • F) hQ (by rwa [one_smul])
  have h2 := h Q ((2 : ℝ) • F) hQ (by rw [Matrix.det_smul]; positivity)
  rw [Matrix.mul_smul, ex, ex] at h1 h2
  constructor <;> linarith

/-- Every matrix `G` has a step `s > 0` for which `1 + s G` and `1 - s G` both have positive
determinant. -/
theorem exists_small_step (G : Matrix n n ℝ) :
    ∃ s : ℝ, 0 < s ∧ 0 < (1 + s • G).det ∧ 0 < (1 + (-s) • G).det := by
  have hc : Continuous fun s : ℝ => (1 + s • G).det :=
    (continuous_const.add (continuous_id.smul continuous_const)).matrix_det
  have ho : IsOpen {s : ℝ | 0 < (1 + s • G).det} := isOpen_lt continuous_const hc
  obtain ⟨r, hr, hb⟩ := Metric.isOpen_iff.1 ho 0 (by simp)
  refine ⟨r / 2, half_pos hr, hb ?_, hb ?_⟩
  · rw [Metric.mem_ball, Real.dist_eq, sub_zero, abs_of_pos (half_pos hr)]
    linarith
  · rw [Metric.mem_ball, Real.dist_eq, sub_zero, abs_neg, abs_of_pos (half_pos hr)]
    linarith

/-- In dimension at least three, an energy quadratic in the displacement gradient that is
unchanged by rotations following deformations of positive determinant is zero. -/
theorem harmonic_energy_eq_zero (hn : 2 < Fintype.card n)
    (q : QuadraticForm ℝ (Matrix n n ℝ)) (h : RotationInvariant q) : q = 0 := by
  -- the part linear in `F` vanishes
  have lin : ∀ G, QuadraticMap.polar q 1 G = 0 := fun G =>
    functional_eq_zero hn (QuadraticMap.polarBilin q 1) (QuadraticMap.polar q 1 1)
      (fun Q hQ => by
        change QuadraticMap.polar q 1 Q = _
        have h1 := (parts_invariant h hQ (F := 1) (by simp)).2
        rw [Matrix.mul_one] at h1
        rw [QuadraticMap.polar_comm, h1]) G
  have ex : ∀ (t : ℝ) (X Y : Matrix n n ℝ),
      q (X + t • Y) = q X + t * t * q Y + t * QuadraticMap.polar q X Y := by
    intro t X Y
    have hadd : ∀ A B : Matrix n n ℝ, q (A + B) = q A + q B + QuadraticMap.polar q A B := by
      intro A B
      unfold QuadraticMap.polar
      ring
    rw [hadd, QuadraticMap.map_smul, QuadraticMap.polar_smul_right,
      smul_eq_mul, smul_eq_mul]
  -- rotating the reference state moves this to every rotation
  have rot : ∀ Q G, IsRotation Q → QuadraticMap.polar q Q (Q * G) = 0 := by
    intro Q G hQ
    obtain ⟨s, hs, hp, hm⟩ := exists_small_step G
    have h1 := (parts_invariant h hQ hp).1
    have h2 := (parts_invariant h hQ hm).1
    rw [Matrix.mul_add, Matrix.mul_one, Matrix.mul_smul, ex, ex, lin] at h1 h2
    have h3 : s * QuadraticMap.polar q Q (Q * G) = 0 := by linarith
    exact (mul_eq_zero.1 h3).resolve_left hs.ne'
  ext X
  have hX : QuadraticMap.polar q X X = 0 :=
    functional_eq_zero hn (QuadraticMap.polarBilin q X) 0 (fun Q hQ => by
      change QuadraticMap.polar q X Q = 0
      have h1 := rot Q (Qᵀ * X) hQ
      rw [← Matrix.mul_assoc, mul_eq_one_comm.1 hQ.1, Matrix.one_mul] at h1
      rw [QuadraticMap.polar_comm, h1]) X
  rw [QuadraticMap.polar_self] at hX
  simpa using hX

/-- In three dimensions, an energy quadratic in the displacement gradient with
`q (Q F - 1) = q (F - 1)` for all rotations `Q` and all matrices `F` is zero. -/
theorem harmonic_energy_eq_zero_three (q : QuadraticForm ℝ (Matrix (Fin 3) (Fin 3) ℝ))
    (h : ∀ Q F, IsRotation Q → q (Q * F - 1) = q (F - 1)) : q = 0 :=
  harmonic_energy_eq_zero (by simp) q fun Q F hQ _ => h Q F hQ

/-- The linearised strain, the symmetric part of the displacement gradient `H`. -/
noncomputable def strain (H : Matrix (Fin 3) (Fin 3) ℝ) : Matrix (Fin 3) (Fin 3) ℝ :=
  (1 / 2 : ℝ) • (H + Hᵀ)

/-- The isotropic Hooke energy density with Lamé constants `lam` and `mu`. -/
noncomputable def hookeEnergy (lam mu : ℝ) (H : Matrix (Fin 3) (Fin 3) ℝ) : ℝ :=
  lam / 2 * (strain H).trace ^ 2 + mu * (strain H * strain H).trace

/-- A rigid rotation by the angle `θ` about the third axis has the Hooke energy density
`2 (lam + mu) (1 - cos θ)²`. -/
theorem hookeEnergy_rotation (lam mu θ : ℝ) :
    hookeEnergy lam mu (!![Real.cos θ, -Real.sin θ, 0; Real.sin θ, Real.cos θ, 0; 0, 0, 1] - 1)
      = 2 * (lam + mu) * (1 - Real.cos θ) ^ 2 := by
  have hs : strain (!![Real.cos θ, -Real.sin θ, 0; Real.sin θ, Real.cos θ, 0; 0, 0, 1] - 1)
      = !![Real.cos θ - 1, 0, 0; 0, Real.cos θ - 1, 0; 0, 0, 0] := by
    ext i j
    fin_cases i <;> fin_cases j <;> simp [strain] <;> ring
  rw [hookeEnergy, hs]
  simp [Matrix.trace_fin_three]
  ring

end HarmonicEnergyRotation
```

```lean
#print axioms HarmonicEnergyRotation.harmonic_energy_eq_zero_three
#print axioms HarmonicEnergyRotation.hookeEnergy_rotation
```

```
'HarmonicEnergyRotation.harmonic_energy_eq_zero_three' depends on axioms: [propext, Classical.choice, Quot.sound]
'HarmonicEnergyRotation.hookeEnergy_rotation' depends on axioms: [propext, Classical.choice, Quot.sound]
```

## What the theorems assume, and how far they reach

The finite type `n` labels the axes, and `2 < Fintype.card n` says that there are at least three. `IsRotation Q` means QᵀQ = 1 and det Q = 1. `RotationInvariant q` is the displayed condition, which mechanics texts call frame indifference or objectivity. `QuadraticMap.polar q` is B, without the factor ½ that many texts include, and `Matrix.single i j 1` is E_ij.

`harmonic_energy_eq_zero` is the general result. Asking for invariance only where det F > 0, the orientation-preserving deformations, assumes less and so proves more. `harmonic_energy_eq_zero_three` is the case of 3×3 matrices with invariance assumed for all F.

The dimension bound excludes a real exception. In two dimensions (H₁₁ − H₂₂)² + (H₁₂ + H₂₁)² is nonzero and rotation invariant.

The absence of a linear term matters as well. It represents a reference state without stress. With a linear term allowed, tr(FᵀF) − 3 = 2 tr H + tr(HᵀH) is an invariant energy in three dimensions.

When writing the condition down, it is easy to rotate the wrong matrix and ask for q(QH) = q(H). The form tr(HᵀH) satisfies that for every Q, so the conclusion would be false. The rotation acts on F, and the identity is subtracted afterwards.

For a nonzero q, the theorem guarantees that some rotation and some deformation violate invariance. It gives no size for the violation, and it doesn't say that every rotation of the undeformed crystal costs energy: the Hooke value is zero when λ + μ = 0. A solid with a positive bulk modulus λ + 2μ/3 and a positive shear modulus μ can't have such constants, because then λ + μ > 0. The Hooke formula is proved for arbitrary real `lam` and `mu` and for rotations about the third axis.

The step left to the modeller is the passage from a crystal to q, which takes the energy of a homogeneous deformation to depend on F alone and to be exactly quadratic in F − 1. A real crystal meets the second condition only approximately, near its reference state, so its true energy can be rotation invariant without contradicting the theorem.
